# Bare core repulsion with Ohno integrals makes the energy per cell diverge in a simple cubic crystal of neutral atoms, but not in a square lattice

Place identical neutral atoms on a lattice and compute their electrostatic energy semiempirically. The cores repel as bare point charges, while every interaction involving electrons uses the damped Ohno integral. At long range the terms of a pair should cancel, but a positive remainder of order 1/R³ is left. Is its lattice sum finite?

In a periodic CNDO- or INDO-type calculation that combines these two choices, the answer decides whether enlarging the cutoff can converge this electrostatic part of the energy. Not all such methods combine them: if the Ohno integral is also used between the cores, the terms of a neutral pair cancel exactly. The model here gives every atom a fixed core charge and an equal and opposite electronic charge, lets these interact as monopoles, and leaves out exchange, band and one-centre energies.

## The model

```lean
import Mathlib

open Filter Topology

namespace OhnoLatticeSum

noncomputable section

/-- The Ohno two-centre repulsion integral `1 / sqrt (R² + c²)` in atomic units, for `R` and `c`
not both zero. -/
def ohno (c R : ℝ) : ℝ := 1 / Real.sqrt (R ^ 2 + c ^ 2)
```

In atomic units, the Ohno integral at distance R is

γ(R) = 1/√(R² + c²).

The length c stands for the spread of the atomic charge clouds: it keeps the repulsion finite, at 1/c, when R = 0.

```lean
/-- The mismatch between the bare Coulomb repulsion and the Ohno integral at distance `R ≠ 0`. -/
def mismatch (c R : ℝ) : ℝ := 1 / R - ohno c R
```

The mismatch is Δ(R) = 1/R − γ(R).

```lean
/-- Electrostatic energy of two neutral atoms with core charge `Z` at distance `R ≠ 0`: bare core
repulsion, two core-electron attractions and the electron repulsion, the last two with Ohno
integrals. -/
def pairEnergy (Z c R : ℝ) : ℝ :=
  Z * Z / R - 2 * (Z * Z * ohno c R) + Z * Z * ohno c R
```

Each atom has core charge Z and electronic charge −Z. The three terms are core-core repulsion, two core-electron attractions and electron-electron repulsion.

```lean
/-- Distance from the origin to the site `n` of a `d`-dimensional cubic lattice with spacing `a`. -/
def siteDist {d : ℕ} (a : ℝ) (n : Fin d → ℤ) : ℝ :=
  a * Real.sqrt (∑ i, (n i : ℝ) ^ 2)
```

A site is an integer vector n, typed `Fin d → ℤ`, at distance R = a√(Σ nᵢ²), where a is the lattice spacing.

```lean
/-- The nonzero lattice sites within `N` lattice spacings of the origin. -/
def cutoffSites (d N : ℕ) : Finset {n : Fin d → ℤ // n ≠ 0} :=
  ((Finset.Icc (fun _ => -(N : ℤ)) (fun _ => (N : ℤ))).filter
    (fun n : Fin d → ℤ => ∑ i, n i ^ 2 ≤ (N : ℤ) ^ 2)).subtype (fun n => n ≠ 0)
```

The subtype `{n : Fin d → ℤ // n ≠ 0}` excludes the origin. The cutoff keeps sites with Σ nᵢ² ≤ N²; the surrounding box makes the set finite.

```lean
/-- Electrostatic energy per cell of a lattice of neutral atoms, with pair interactions cut off
beyond `N` lattice spacings. -/
def cellEnergy (d : ℕ) (Z a c : ℝ) (N : ℕ) : ℝ :=
  1 / 2 * ∑ n ∈ cutoffSites d N, pairEnergy Z c (siteDist a n.1)
```

There is one atom per cell, and the factor 1/2 shares each pair between two cells.

## Size of the mismatch

```lean
/-- At every distance `R > 0` the mismatch lies between `c² / (2 (R² + c²)^(3/2))` and
`c² / (2 R³)`. -/
theorem mismatch_bounds {R : ℝ} (c : ℝ) (hR : 0 < R) :
    c ^ 2 / (2 * Real.sqrt (R ^ 2 + c ^ 2) ^ 3) ≤ mismatch c R ∧
      mismatch c R ≤ c ^ 2 / (2 * R ^ 3) := by
  unfold mismatch ohno
  have hs : 0 < Real.sqrt (R ^ 2 + c ^ 2) := Real.sqrt_pos.mpr (by positivity)
  have hss : Real.sqrt (R ^ 2 + c ^ 2) ^ 2 = R ^ 2 + c ^ 2 := Real.sq_sqrt (by positivity)
  generalize Real.sqrt (R ^ 2 + c ^ 2) = s at hs hss ⊢
  have hRs : R ≤ s := by nlinarith [sq_nonneg c]
  -- the exact form of the difference
  have heq : 1 / R - 1 / s = c ^ 2 / (R * s * (s + R)) := by
    rw [div_sub_div _ _ hR.ne' hs.ne', div_eq_div_iff (by positivity) (by positivity)]
    linear_combination R * s * hss
  rw [heq]
  constructor
  · apply div_le_div_of_nonneg_left (sq_nonneg c) (by positivity)
    calc R * s * (s + R) ≤ s * s * (s + s) := by gcongr
      _ = 2 * s ^ 3 := by ring
  · apply div_le_div_of_nonneg_left (sq_nonneg c) (by positivity)
    calc 2 * R ^ 3 = R * R * (R + R) := by ring
      _ ≤ R * s * (s + R) := by gcongr
```

Write s = √(R² + c²), so that s² − R² = c². Then

1/R − 1/s = (s − R)/(Rs) = c²/(Rs(s + R)).

Since R ≤ s, the denominator lies between 2R³ and 2s³, which gives

c²/(2s³) ≤ Δ(R) ≤ c²/(2R³).

In Lean, `generalize` replaces the root by `s`, `linear_combination` verifies the identity, and `gcongr` compares the denominators.

```lean
lemma siteDist_pos {d : ℕ} {a : ℝ} (ha : 0 < a) {n : Fin d → ℤ} (hn : n ≠ 0) :
    0 < siteDist a n := by
  obtain ⟨i, hi⟩ := Function.ne_iff.mp hn
  have hi' : (n i : ℝ) ≠ 0 := Int.cast_ne_zero.mpr hi
  exact mul_pos ha (Real.sqrt_pos.mpr (Finset.sum_pos' (fun j _ => sq_nonneg _)
    ⟨i, Finset.mem_univ i, by positivity⟩))
```

A nonzero site has a nonzero coordinate, hence a positive distance.

```lean
lemma mismatch_nonneg {d : ℕ} {a : ℝ} (c : ℝ) (ha : 0 < a) (n : {n : Fin d → ℤ // n ≠ 0}) :
    0 ≤ mismatch c (siteDist a n.1) :=
  le_trans (by positivity) (mismatch_bounds c (siteDist_pos ha n.2)).1
```

The lower bound therefore makes every mismatch nonnegative.

## The square lattice

```lean
/-- On the square lattice with spacing `a > 0` the mismatch is summable over all nonzero sites. -/
theorem summable_square {a : ℝ} (c : ℝ) (ha : 0 < a) :
    Summable fun n : {n : Fin 2 → ℤ // n ≠ 0} => mismatch c (siteDist a n.1) := by
  have h := EisensteinSeries.summable_one_div_norm_rpow (k := 3) (by norm_num)
  refine Summable.of_nonneg_of_le (mismatch_nonneg c ha) (fun n => ?_)
    ((h.subtype {n | n ≠ 0}).mul_left (c ^ 2 / (2 * a ^ 3)))
  have hpos : 0 < ‖n.1‖ := norm_pos_iff.mpr n.2
  -- the largest coordinate is at most the Euclidean length
  have hle : ‖n.1‖ ≤ Real.sqrt (∑ i, (n.1 i : ℝ) ^ 2) := by
    refine (pi_norm_le_iff_of_nonneg (Real.sqrt_nonneg _)).mpr fun i => ?_
    rw [Int.norm_eq_abs]
    exact Real.abs_le_sqrt (Finset.single_le_sum (f := fun i => (n.1 i : ℝ) ^ 2)
      (fun i _ => sq_nonneg _) (Finset.mem_univ i))
  have hpow : ‖n.1‖ ^ (-(3 : ℝ)) = (‖n.1‖ ^ 3)⁻¹ := by
    rw [Real.rpow_neg (norm_nonneg _)]
    norm_cast
  calc mismatch c (siteDist a n.1) ≤ c ^ 2 / (2 * (siteDist a n.1) ^ 3) :=
        (mismatch_bounds c (siteDist_pos ha n.2)).2
    _ ≤ c ^ 2 / (2 * (a * ‖n.1‖) ^ 3) := by
        unfold siteDist
        gcongr
    _ = c ^ 2 / (2 * a ^ 3) * (‖n.1‖ ^ 3)⁻¹ := by field_simp
    _ = c ^ 2 / (2 * a ^ 3) * ‖n.1‖ ^ (-(3 : ℝ)) := by rw [hpow]
```

Let m = max |nᵢ|. Since m ≤ √(Σ nᵢ²), the upper bound gives

Δ ≤ c²/(2a³m³).

There are 8m sites with largest coordinate m, so the sum of 1/m³ over sites is 8 Σ 1/m², which converges. Mathlib supplies this step through its Eisenstein series lemma; `‖n.1‖` is the maximum norm m.

## The simple cubic lattice

```lean
/-- The site `(k + 1, i, j)` of the cubic lattice, with `0 ≤ i, j ≤ k`. -/
def layerSite (p : Σ k : ℕ, Fin (k + 1) × Fin (k + 1)) : {n : Fin 3 → ℤ // n ≠ 0} :=
  ⟨![(p.1 : ℤ) + 1, ((p.2.1 : ℕ) : ℤ), ((p.2.2 : ℕ) : ℤ)], fun h => by
    have h0 : (p.1 : ℤ) + 1 = 0 := congrFun h 0
    omega⟩
```

For each k ≥ 0, this selects the (k + 1)² sites (k + 1, i, j) with 0 ≤ i, j ≤ k.

```lean
lemma layerSite_injective : Function.Injective layerSite := by
  rintro ⟨k, i, j⟩ ⟨k', i', j'⟩ h
  have h' := congrArg Subtype.val h
  have h0 : (k : ℤ) + 1 = (k' : ℤ) + 1 := congrFun h' 0
  have h1 : ((i : ℕ) : ℤ) = ((i' : ℕ) : ℤ) := congrFun h' 1
  have h2 : ((j : ℕ) : ℤ) = ((j' : ℕ) : ℤ) := congrFun h' 2
  obtain rfl : k = k' := by omega
  obtain rfl : i = i' := Fin.ext (by omega)
  obtain rfl : j = j' := Fin.ext (by omega)
  rfl
```

Different labels give different sites, so nothing is counted twice.

```lean
/-- For spacing `a > 0`, each site `(k + 1, i, j)` with `0 ≤ i, j ≤ k` has a mismatch of at least
a fixed constant divided by `(k + 1)³`. -/
theorem layer_lower_bound {a : ℝ} (c : ℝ) (ha : 0 < a) (k : ℕ) (p : Fin (k + 1) × Fin (k + 1)) :
    c ^ 2 / (2 * Real.sqrt (3 * a ^ 2 + c ^ 2) ^ 3) / ((k : ℝ) + 1) ^ 3 ≤
      mismatch c (siteDist a (layerSite ⟨k, p⟩).1) := by
  have hd := siteDist_pos ha (layerSite ⟨k, p⟩).2
  have hi : ((p.1 : ℕ) : ℝ) ≤ (k : ℝ) + 1 := by exact_mod_cast p.1.isLt.le
  have hj : ((p.2 : ℕ) : ℝ) ≤ (k : ℝ) + 1 := by exact_mod_cast p.2.isLt.le
  have hsq : siteDist a (layerSite ⟨k, p⟩).1 ^ 2 =
      a ^ 2 * (((k : ℝ) + 1) ^ 2 + ((p.1 : ℕ) : ℝ) ^ 2 + ((p.2 : ℕ) : ℝ) ^ 2) := by
    rw [siteDist, mul_pow, Real.sq_sqrt (Finset.sum_nonneg fun i _ => sq_nonneg _),
      Fin.sum_univ_three]
    simp [layerSite]
  have hs : Real.sqrt (siteDist a (layerSite ⟨k, p⟩).1 ^ 2 + c ^ 2) ≤
      Real.sqrt (3 * a ^ 2 + c ^ 2) * ((k : ℝ) + 1) := by
    refine Real.sqrt_le_iff.mpr ⟨by positivity, ?_⟩
    rw [mul_pow, Real.sq_sqrt (by positivity), hsq]
    have h1 : ((p.1 : ℕ) : ℝ) ^ 2 ≤ ((k : ℝ) + 1) ^ 2 := by gcongr
    have h2 : ((p.2 : ℕ) : ℝ) ^ 2 ≤ ((k : ℝ) + 1) ^ 2 := by gcongr
    have h3 : (1 : ℝ) ≤ ((k : ℝ) + 1) ^ 2 := by nlinarith [Nat.cast_nonneg (α := ℝ) k]
    linarith [mul_le_mul_of_nonneg_left h1 (sq_nonneg a),
      mul_le_mul_of_nonneg_left h2 (sq_nonneg a), mul_le_mul_of_nonneg_left h3 (sq_nonneg c)]
  have hs0 : 0 < Real.sqrt (siteDist a (layerSite ⟨k, p⟩).1 ^ 2 + c ^ 2) :=
    Real.sqrt_pos.mpr (by positivity)
  refine le_trans ?_ (mismatch_bounds c hd).1
  rw [div_div]
  apply div_le_div_of_nonneg_left (sq_nonneg c) (by positivity)
  calc _ ≤ 2 * (Real.sqrt (3 * a ^ 2 + c ^ 2) * ((k : ℝ) + 1)) ^ 3 := by gcongr
    _ = _ := by ring
```

On such a site R² ≤ 3a²(k + 1)², and c² ≤ c²(k + 1)². Hence s ≤ (k + 1)√(3a² + c²), and

Δ ≥ C/(k + 1)³, with C = c²/(2(3a² + c²)^(3/2)).

```lean
/-- On the simple cubic lattice with spacing `a > 0` and for `c > 0`, the mismatch is not summable
over the nonzero sites. -/
theorem not_summable_cubic {a c : ℝ} (ha : 0 < a) (hc : 0 < c) :
    ¬ Summable fun n : {n : Fin 3 → ℤ // n ≠ 0} => mismatch c (siteDist a n.1) := by
  intro h
  have h1 := (h.comp_injective layerSite_injective).sigma
  have hC : 0 < c ^ 2 / (2 * Real.sqrt (3 * a ^ 2 + c ^ 2) ^ 3) := by positivity
  have hlow := layer_lower_bound c ha
  generalize c ^ 2 / (2 * Real.sqrt (3 * a ^ 2 + c ^ 2) ^ 3) = C at hC hlow
  -- the (k+1)² sites of a layer together give a harmonic term
  have h2 : Summable fun k : ℕ => C * (1 / ((k : ℝ) + 1)) := by
    refine Summable.of_nonneg_of_le (fun k => by positivity) (fun k => ?_) h1
    rw [tsum_fintype]
    calc C * (1 / ((k : ℝ) + 1))
        = ∑ _p : Fin (k + 1) × Fin (k + 1), C / ((k : ℝ) + 1) ^ 3 := by
          rw [Finset.sum_const, Finset.card_univ, Fintype.card_prod, Fintype.card_fin,
            nsmul_eq_mul]
          push_cast
          field_simp
      _ ≤ _ := Finset.sum_le_sum fun p _ => hlow k p
  have h3 := (summable_mul_left_iff hC.ne').mp h2
  exact Real.not_summable_one_div_natCast
    ((summable_nat_add_iff (f := fun n : ℕ => 1 / (n : ℝ)) 1).mp (by simpa using h3))
```

If the full sum converged, so would the sum over the selected sites, and `sigma` allows it to be taken layer by layer. Each layer contributes at least

(k + 1)² · C/(k + 1)³ = C/(k + 1),

so the harmonic series would converge, a contradiction.

The argument needs c ≠ 0. For c = 0 and R > 0, γ(R) = 1/R, every mismatch vanishes, and the sum is zero.

## From lattice sums to a growing cutoff

```lean
lemma mem_cutoffSites {d N : ℕ} {n : {n : Fin d → ℤ // n ≠ 0}} :
    n ∈ cutoffSites d N ↔ ∑ i, n.1 i ^ 2 ≤ (N : ℤ) ^ 2 := by
  simp only [cutoffSites, Finset.mem_subtype, Finset.mem_filter, Finset.mem_Icc]
  refine ⟨fun h => h.2, fun h => ⟨?_, h⟩⟩
  have hi : ∀ i, n.1 i ^ 2 ≤ (N : ℤ) ^ 2 := fun i =>
    (Finset.single_le_sum (f := fun i => n.1 i ^ 2) (fun i _ => sq_nonneg _)
      (Finset.mem_univ i)).trans h
  have hN : (0 : ℤ) ≤ N := Int.natCast_nonneg N
  exact ⟨fun i => by nlinarith [hi i], fun i => by nlinarith [hi i]⟩
```

Membership in the cutoff set is exactly Σ nᵢ² ≤ N²; the box removes nothing further.

```lean
lemma cutoffSites_mono (d : ℕ) : Monotone (cutoffSites d) := fun N M h n hn => by
  have h' : (N : ℤ) ≤ M := by exact_mod_cast h
  exact mem_cutoffSites.mpr ((mem_cutoffSites.mp hn).trans (by gcongr))
```

A larger cutoff keeps all earlier sites.

```lean
lemma tendsto_cutoffSites (d : ℕ) : Tendsto (cutoffSites d) atTop atTop := by
  refine tendsto_atTop_finset_of_monotone (cutoffSites_mono d) fun n =>
    ⟨(∑ i, n.1 i ^ 2).toNat, mem_cutoffSites.mpr ?_⟩
  rw [Int.toNat_of_nonneg (Finset.sum_nonneg fun i _ => sq_nonneg _)]
  exact Int.le_self_sq _
```

`Summable` refers to no ordering of the sites: it requires the finite partial sums to converge as the finite sets grow by inclusion, the filter `atTop` on `Finset`. This lemma says that the cutoff spheres eventually contain any given finite set. A site with q = Σ nᵢ² is inside once N = q, because q ≤ q².

```lean
/-- The energy per cell is `Z² / 2` times the sum of the mismatch over the sites within the
cutoff. -/
theorem cellEnergy_eq (d : ℕ) (Z a c : ℝ) (N : ℕ) :
    cellEnergy d Z a c N =
      Z ^ 2 / 2 * ∑ n ∈ cutoffSites d N, mismatch c (siteDist a n.1) := by
  have h : ∀ R, pairEnergy Z c R = Z ^ 2 * mismatch c R := fun R => by
    unfold pairEnergy mismatch
    ring
  simp only [cellEnergy, h, ← Finset.mul_sum]
  ring
```

The pair energy is Z²/R − 2Z²γ + Z²γ = Z²Δ, so the energy per cell is Z²/2 times the cutoff sum of Δ.

```lean
/-- For a square lattice of neutral atoms with spacing `a > 0`, the energy per cell converges as
the cutoff grows, to `Z² / 2` times the full lattice sum of the mismatch. -/
theorem cellEnergy_square_converges {a : ℝ} (Z c : ℝ) (ha : 0 < a) :
    Tendsto (cellEnergy 2 Z a c) atTop (𝓝 (Z ^ 2 / 2 *
      ∑' n : {n : Fin 2 → ℤ // n ≠ 0}, mismatch c (siteDist a n.1))) := by
  have h : Tendsto (fun s : Finset {n : Fin 2 → ℤ // n ≠ 0} =>
      ∑ n ∈ s, mismatch c (siteDist a n.1)) atTop
      (𝓝 (∑' n : {n : Fin 2 → ℤ // n ≠ 0}, mismatch c (siteDist a n.1))) :=
    (summable_square c ha).hasSum
  exact ((h.comp (tendsto_cutoffSites 2)).const_mul (Z ^ 2 / 2)).congr
    fun N => (cellEnergy_eq 2 Z a c N).symm
```

In two dimensions the finite sums converge along any growing finite sets that eventually contain every site, hence along the cutoff discs (`h.comp`). The limit is Z²/2 times the full lattice sum.

```lean
/-- For a simple cubic crystal of neutral atoms with core charge `Z ≠ 0`, spacing `a > 0` and Ohno
parameter `c > 0`, the energy per cell grows without bound as the cutoff grows. -/
theorem cellEnergy_cubic_diverges {Z a c : ℝ} (hZ : Z ≠ 0) (ha : 0 < a) (hc : 0 < c) :
    Tendsto (cellEnergy 3 Z a c) atTop atTop := by
  have hsum : Tendsto (fun N => ∑ n ∈ cutoffSites 3 N, mismatch c (siteDist a n.1))
      atTop atTop := by
    refine tendsto_atTop_atTop_of_monotone (fun N M h =>
      Finset.sum_le_sum_of_subset_of_nonneg (cutoffSites_mono 3 h)
        fun n _ _ => mismatch_nonneg c ha n) fun b => ?_
    -- bounded cutoff sums would make the lattice sum converge
    by_contra hcon
    have hb : ∀ N, ∑ n ∈ cutoffSites 3 N, mismatch c (siteDist a n.1) < b :=
      fun N => lt_of_not_ge fun hN => hcon ⟨N, hN⟩
    refine not_summable_cubic ha hc
      (summable_of_sum_le (c := b) (mismatch_nonneg c ha) fun u => ?_)
    obtain ⟨N, hN⟩ := ((tendsto_cutoffSites 3).eventually_ge_atTop u).exists
    exact (Finset.sum_le_sum_of_subset_of_nonneg hN
      fun n _ _ => mismatch_nonneg c ha n).trans (hb N).le
  have hZ2 : 0 < Z ^ 2 / 2 := by positivity
  exact (hsum.const_mul_atTop hZ2).congr fun N => (cellEnergy_eq 3 Z a c N).symm

end

end OhnoLatticeSum
```

In three dimensions the cutoff sums increase. If they stayed below some b, every finite set of sites, lying inside some sphere, would have sum at most b. Nonnegative terms would then be summable, contradicting the cubic result. Multiplication by Z²/2 > 0 carries the divergence to +∞ over to the energy.

```lean
#print axioms OhnoLatticeSum.cellEnergy_square_converges
-- 'OhnoLatticeSum.cellEnergy_square_converges' depends on axioms: [propext, Classical.choice, Quot.sound]
#print axioms OhnoLatticeSum.cellEnergy_cubic_diverges
-- 'OhnoLatticeSum.cellEnergy_cubic_diverges' depends on axioms: [propext, Classical.choice, Quot.sound]
```
